# The determinant of a nonempty complex n × n matrix is stationary in every direction exactly when its rank is at most n − 2

## Free matrix entries instead of moving particles

The variations below change all $n^2$ entries of a matrix independently, whereas moving particles can change a Slater matrix only in the directions that the orbitals allow. With free entries, stationarity of the determinant is equivalent to a rank condition. With particle motion, only one direction of the equivalence survives.

For $n$ fermions of the same spin at positions $r_i$ in orbitals $\varphi_j$, the Slater matrix is $M_{ij}=\varphi_j(r_i)$, with one row per particle. Its determinant is the amplitude up to a constant normalisation factor ($1/\sqrt{n!}$ for orthonormal orbitals), which does not affect stationarity. The amplitude vanishes on the nodal set. Where its first derivatives vanish as well, the linear approximation no longer fixes a tangent space to the node. For a single determinant whose orbitals are differentiable at the particle positions, rank at most $n-2$ is a sufficient condition for this. It holds, for example, when three particles sit at the same point, since three rows are then equal.

## Stationarity as a rank condition

Let $A$ be a complex $n\times n$ matrix with $n\ge 1$. Then

$$\left.\frac{d}{dt}\det(A+tX)\right|_{t=0}=0\ \text{ for every complex } X
\quad\Longleftrightarrow\quad \operatorname{rank}A+2\le n .$$

In Lean this is `stationary_iff_rank`. The index set is a finite type `n`, its size is `Fintype.card n`, and `[Nonempty n]` excludes the empty matrix, whose determinant is constantly 1. In `HasDerivAt (fun t : ℂ => (A + t • X).det) 0 0` the first zero is the derivative and the second is the point; the parameter $t$ is complex. Writing the bound as a sum avoids subtraction of natural numbers, which Lean truncates at zero. For $n=1$ both sides are false; for $n=2$ both hold only for $A=0$.

## Jacobi's formula from the permutation expansion

Let $M(t)$ have differentiable entries with derivatives $M'_{ij}$. Differentiating

$$\det M=\sum_\sigma \operatorname{sgn}(\sigma)\prod_i M_{\sigma(i)\,i}$$

by the product rule and exchanging the two sums gives

$$\frac{d}{dt}\det M=\sum_i\sum_\sigma \operatorname{sgn}(\sigma)\Big(\prod_{j\ne i}M_{\sigma(j)\,j}\Big)M'_{\sigma(i)\,i}.$$

For fixed $i$, the inner sum is the determinant of $M$ with column $i$ replaced by column $i$ of $M'$. Expanding along that column gives $\sum_k \operatorname{adj}(M)_{ik}M'_{ki}$, where the adjugate $\operatorname{adj}(M)$ is the transposed cofactor matrix. Hence

$$\frac{d}{dt}\det M=\operatorname{tr}\big(\operatorname{adj}(M)\,M'\big).$$

For $M(t)=A+tX$ the derivative at $0$ is $\operatorname{tr}(\operatorname{adj}(A)X)$. If $X$ has a single 1 in row $j$ and column $i$, the trace equals $\operatorname{adj}(A)_{ij}$. All first variations therefore vanish exactly when $\operatorname{adj}(A)=0$.

## Null vectors and cofactors

Let $B$ be $A$ with row $j$ replaced by the unit row vector $e_i^T$. Then $\operatorname{adj}(A)_{ij}=\det B$.

Suppose first that $\operatorname{rank}A\le n-2$. The null space of $A$ has dimension at least 2, so the linear map $v\mapsto v_i$ on it cannot be injective. There is a nonzero $v$ with $Av=0$ and $v_i=0$. Row $j$ of $Bv$ is $v_i=0$, and every other row is a component of $Av=0$. Thus $Bv=0$ and $\det B=0$. Since $i$ and $j$ were arbitrary, $\operatorname{adj}(A)=0$.

Conversely, suppose that $\operatorname{adj}(A)=0$. From $\operatorname{adj}(A)A=(\det A)I$ and $n\ge1$ it follows that $\det A=0$. There are nonzero vectors $v$ and $w$ with $Av=0$ and $w^TA=0$. Choose $i$ with $v_i\neq0$ and $j$ with $w_j\ne0$, and form $B$ for this pair. Since $\det B=0$, some nonzero $u$ satisfies $Bu=0$, which means $u_i=0$ and $(Au)_k=0$ for $k\ne j$. The left null vector supplies the missing component:

$$0=w^TAu=w_j(Au)_j,$$

so $Au=0$. If $av+bu=0$, component $i$ gives $av_i=0$, hence $a=0$, and then $b=0$. The null space contains two independent vectors, so $\operatorname{rank}A\le n-2$.

## Particle motion and a cubic orbital

When particle $i$ moves with velocity $v_i$, the chain rule gives $M'_{ij}=D\varphi_j(r_i)[v_i]$. If the Slater matrix has rank at most $n-2$, its adjugate is zero and Jacobi's formula makes the amplitude stationary. This is `slater_stationary`. Positions lie in a real normed space `E`, and the orbitals need only be differentiable at the current positions.

The converse fails. Take $\varphi_0(x)=1$ and $\varphi_1(x)=x^3$ for particles at $x_0$ and $x_1$ on a line. The determinant is $x_1^3-x_0^3$, with rate of change $3x_1^2v_1-3x_0^2v_0$, which is zero at the origin for all velocities. The Slater matrix there has two rows $(1,0)$ and so has rank 1, not 0. Both orbitals have zero slope at the origin, so every motion gives the matrix zero initial velocity there. The determinant still has a nonzero derivative in some matrix directions, for example when the lower right entry alone is varied. The orbitals $1$ and $x^3$ are not square-integrable on the whole line; multiplying both by $e^{-x^2/2}$ makes them so and leaves the rank and the zero rate of change at the origin as they were.

These results concern one determinant and its first derivatives. They do not describe the shape of the node near a singular point, nor do they treat sums of determinants.

## Gradients near a node in Monte Carlo code

A variational Monte Carlo code with a determinant factor can obtain the gradient for particle $k$ from the inverse matrix:

$$\nabla_k\ln\det M=\sum_j (M^{-1})_{jk}\,\nabla\varphi_j(r_k).$$

At a node the inverse does not exist, but where the orbitals are differentiable the gradient of the determinant itself stays finite:

$$\nabla_k\det M=\sum_j \operatorname{adj}(M)_{jk}\,\nabla\varphi_j(r_k).$$

The adjugate can be computed from a singular value decomposition $M=U\Sigma V^\dagger$ as

$$\operatorname{adj}(M)=\det(U)\det(V^\dagger)\,V\operatorname{adj}(\Sigma)\,U^\dagger,$$

where the diagonal entries of $\operatorname{adj}(\Sigma)$ are products of all singular values but one. One zero singular value leaves one such product nonzero; two zeros remove them all. In floating-point arithmetic, deciding which singular values count as zero requires a tolerance.

## The Lean file

```lean
import Mathlib

open Matrix Module

namespace SlaterNodalSingularities

noncomputable section

variable {n : Type*} [Fintype n] [DecidableEq n]

/-- The Slater matrix: row `i` holds the values of all orbitals at the position of particle `i`. -/
def slaterMatrix {ι E : Type*} (φ : ι → E → ℂ) (r : ι → E) : Matrix ι ι ℂ :=
  Matrix.of fun i j => φ j (r i)

/-- Jacobi's formula: the derivative of the determinant along a differentiable path of matrices
is the trace of the adjugate times the velocity. -/
theorem hasDerivAt_det {𝕜 : Type*} [NontriviallyNormedField 𝕜] [NormedAlgebra 𝕜 ℂ]
    {M : 𝕜 → Matrix n n ℂ} {M' : Matrix n n ℂ} {t : 𝕜}
    (h : ∀ i j, HasDerivAt (fun s => M s i j) (M' i j) t) :
    HasDerivAt (fun s => (M s).det) (trace (adjugate (M t) * M')) t := by
  -- differentiate the expansion over permutations
  have key : HasDerivAt
      (fun s => ∑ σ : Equiv.Perm n, ((Equiv.Perm.sign σ : ℤ) : ℂ) * ∏ i, M s (σ i) i)
      (∑ σ : Equiv.Perm n, ((Equiv.Perm.sign σ : ℤ) : ℂ) *
        ∑ i, (∏ j ∈ Finset.univ.erase i, M t (σ j) j) • M' (σ i) i) t :=
    HasDerivAt.fun_sum fun σ _ =>
      (HasDerivAt.fun_finsetProd fun i _ => h (σ i) i).const_mul _
  -- each diagonal entry is a determinant with one column replaced by its velocity
  have col : ∀ i, (adjugate (M t) * M') i i = ∑ σ : Equiv.Perm n,
      ((Equiv.Perm.sign σ : ℤ) : ℂ) *
        ((∏ j ∈ Finset.univ.erase i, M t (σ j) j) * M' (σ i) i) := by
    intro i
    have h1 : (adjugate (M t) * M') i i = ((M t).updateCol i (fun k => M' k i)).det := by
      rw [← cramer_apply, cramer_eq_adjugate_mulVec]
      rfl
    rw [h1, det_apply']
    refine Finset.sum_congr rfl fun σ _ => ?_
    have h2 : ∏ j ∈ Finset.univ.erase i, (M t).updateCol i (fun k => M' k i) (σ j) j
        = ∏ j ∈ Finset.univ.erase i, M t (σ j) j :=
      Finset.prod_congr rfl fun j hj => updateCol_ne (Finset.ne_of_mem_erase hj)
    rw [← Finset.prod_erase_mul _ _ (Finset.mem_univ i), h2, updateCol_self]
  have hd : (fun s => (M s).det) = fun s => ∑ σ : Equiv.Perm n,
      ((Equiv.Perm.sign σ : ℤ) : ℂ) * ∏ i, M s (σ i) i := funext fun s => det_apply' _
  rw [hd]
  refine key.congr_deriv ?_
  simp only [trace, diag_apply, col, smul_eq_mul, Finset.mul_sum]
  exact Finset.sum_comm

/-- All first variations of the determinant at `A` vanish exactly when the adjugate of `A`
is zero. -/
theorem stationary_iff_adjugate_eq_zero (A : Matrix n n ℂ) :
    (∀ X : Matrix n n ℂ, HasDerivAt (fun t : ℂ => (A + t • X).det) 0 0) ↔
      adjugate A = 0 := by
  have line : ∀ X : Matrix n n ℂ,
      HasDerivAt (fun t : ℂ => (A + t • X).det) (trace (adjugate A * X)) 0 := by
    intro X
    have h := hasDerivAt_det (M := fun t : ℂ => A + t • X) (M' := X) (t := 0)
      (fun i j => (hasDerivAt_mul_const (X i j)).const_add (A i j))
    simp only [zero_smul, add_zero] at h
    exact h
  constructor
  · intro h
    ext i j
    -- a matrix unit picks out a single cofactor
    have h1 := (line (Matrix.of fun a b => if a = j then (if b = i then 1 else 0) else 0)).unique
      (h _)
    simpa [trace, Matrix.mul_apply] using h1
  · intro h X
    simpa only [h, zero_mul, trace_zero] using line X

omit [DecidableEq n] in
/-- Rank plus dimension of the null space equals the size of the square matrix. -/
theorem rank_add_nullity (A : Matrix n n ℂ) :
    A.rank + finrank ℂ (LinearMap.ker A.mulVecLin) = Fintype.card n := by
  rw [Matrix.rank, LinearMap.finrank_range_add_finrank_ker, Module.finrank_fintype_fun_eq_card]

/-- If the rank is at least two below the size of the matrix, every cofactor vanishes. -/
theorem adjugate_eq_zero_of_rank (A : Matrix n n ℂ) (hA : A.rank + 2 ≤ Fintype.card n) :
    adjugate A = 0 := by
  ext i j
  have hn := rank_add_nullity A
  let f : LinearMap.ker A.mulVecLin →ₗ[ℂ] ℂ :=
    (LinearMap.proj i : (n → ℂ) →ₗ[ℂ] ℂ).comp (LinearMap.ker A.mulVecLin).subtype
  -- a null space of dimension at least two contains a nonzero vector with vanishing component `i`
  have hf : ¬ Function.Injective f := by
    intro hinj
    have h1 := LinearMap.finrank_le_finrank_of_injective hinj
    rw [Module.finrank_self] at h1
    omega
  rw [← LinearMap.ker_eq_bot, Submodule.eq_bot_iff] at hf
  push Not at hf
  obtain ⟨v, hv, hv0⟩ := hf
  have hvi : v.1 i = 0 := hv
  have hAv : A *ᵥ v.1 = 0 := v.2
  rw [adjugate_apply, Matrix.zero_apply]
  refine exists_mulVec_eq_zero_iff.mp ⟨v.1, fun h => hv0 (Subtype.ext h), ?_⟩
  funext k
  by_cases hk : k = j
  · subst hk
    change A.updateRow k (Pi.single i 1) k ⬝ᵥ v.1 = 0
    rw [updateRow_self, single_dotProduct, one_mul, hvi]
  · change A.updateRow j (Pi.single i 1) k ⬝ᵥ v.1 = 0
    rw [updateRow_ne hk]
    exact congrFun hAv k

/-- If every cofactor of a nonempty matrix vanishes, the determinant vanishes too. -/
theorem det_eq_zero_of_adjugate [Nonempty n] (A : Matrix n n ℂ) (hA : adjugate A = 0) :
    A.det = 0 := by
  obtain ⟨i⟩ := ‹Nonempty n›
  have h := congrFun (congrFun (adjugate_mul A) i) i
  rw [hA, zero_mul] at h
  simpa using h.symm

/-- If every cofactor of a nonempty matrix vanishes, the rank is at least two below its size. -/
theorem rank_of_adjugate_eq_zero [Nonempty n] (A : Matrix n n ℂ) (hA : adjugate A = 0) :
    A.rank + 2 ≤ Fintype.card n := by
  have hdet := det_eq_zero_of_adjugate A hA
  obtain ⟨v, hv0, hv⟩ := exists_mulVec_eq_zero_iff.mpr hdet
  obtain ⟨w, hw0, hw⟩ := exists_vecMul_eq_zero_iff.mpr hdet
  obtain ⟨i, hi⟩ := Function.ne_iff.mp hv0
  obtain ⟨j, hj⟩ := Function.ne_iff.mp hw0
  have hB : (A.updateRow j (Pi.single i 1)).det = 0 := by
    rw [← adjugate_apply, hA, Matrix.zero_apply]
  obtain ⟨u, hu0, hu⟩ := exists_mulVec_eq_zero_iff.mpr hB
  have hui : u i = 0 := by
    have h : A.updateRow j (Pi.single i 1) j ⬝ᵥ u = 0 := congrFun hu j
    rwa [updateRow_self, single_dotProduct, one_mul] at h
  have hrow : ∀ k, k ≠ j → (A *ᵥ u) k = 0 := by
    intro k hk
    have h : A.updateRow j (Pi.single i 1) k ⬝ᵥ u = 0 := congrFun hu k
    rw [updateRow_ne hk] at h
    exact h
  -- the left null vector forces the remaining component of `A u` to vanish
  have hrowj : (A *ᵥ u) j = 0 := by
    have h : w ⬝ᵥ (A *ᵥ u) = 0 := by rw [dotProduct_mulVec, hw, zero_dotProduct]
    have h2 : w ⬝ᵥ (A *ᵥ u) = w j * (A *ᵥ u) j :=
      Finset.sum_eq_single j (fun k _ hk => by rw [hrow k hk, mul_zero])
        (fun h => absurd (Finset.mem_univ j) h)
    exact (mul_eq_zero.mp (h2.symm.trans h)).resolve_left hj
  have hAu : A *ᵥ u = 0 := by
    funext k
    by_cases hk : k = j
    · rw [hk]; exact hrowj
    · exact hrow k hk
  -- `v` and `u` are independent null vectors
  have hli : LinearIndependent ℂ
      ![(⟨v, hv⟩ : LinearMap.ker A.mulVecLin), ⟨u, hAu⟩] := by
    rw [LinearIndependent.pair_iff]
    intro a b hab
    have h : a • v + b • u = 0 := congrArg Subtype.val hab
    have h1 : a * v i + b * u i = 0 := congrFun h i
    rw [hui, mul_zero, add_zero] at h1
    have ha : a = 0 := (mul_eq_zero.mp h1).resolve_right hi
    rw [ha, zero_smul, zero_add] at h
    exact ⟨ha, (smul_eq_zero.mp h).resolve_right hu0⟩
  have h2 := hli.fintype_card_le_finrank
  rw [Fintype.card_fin] at h2
  have hn := rank_add_nullity A
  omega

/-- For a nonempty matrix `A`, the derivative of `det (A + t X)` at `t = 0` vanishes for every
complex matrix `X` if and only if the rank of `A` is at least two below its size. -/
theorem stationary_iff_rank [Nonempty n] (A : Matrix n n ℂ) :
    (∀ X : Matrix n n ℂ, HasDerivAt (fun t : ℂ => (A + t • X).det) 0 0) ↔
      A.rank + 2 ≤ Fintype.card n :=
  (stationary_iff_adjugate_eq_zero A).trans
    ⟨rank_of_adjugate_eq_zero A, adjugate_eq_zero_of_rank A⟩

/-- Where the Slater matrix has rank at least two below the number of particles, the Slater
determinant of differentiable orbitals has zero rate of change along every differentiable
motion of the particles. -/
theorem slater_stationary {E : Type*} [NormedAddCommGroup E] [NormedSpace ℝ E]
    (φ : n → E → ℂ) (r : n → ℝ → E) (v : n → E) (t : ℝ)
    (hφ : ∀ i j, DifferentiableAt ℝ (φ j) (r i t)) (hr : ∀ i, HasDerivAt (r i) (v i) t)
    (hrank : (slaterMatrix φ fun i => r i t).rank + 2 ≤ Fintype.card n) :
    HasDerivAt (fun s => (slaterMatrix φ fun i => r i s).det) 0 t := by
  have h := hasDerivAt_det (M := fun s => slaterMatrix φ fun i => r i s)
    (M' := Matrix.of fun i j => fderiv ℝ (φ j) (r i t) (v i)) (t := t)
    (fun i j => (hφ i j).hasFDerivAt.comp_hasDerivAt t (hr i))
  simpa only [adjugate_eq_zero_of_rank _ hrank, zero_mul, trace_zero] using h

/-- Two orbitals on a line: a constant and a cubic one. -/
def cubicPair : Fin 2 → ℝ → ℂ := ![fun _ => 1, fun x => (x : ℂ) ^ 3]

/-- For two particles at the origin in the constant and cubic orbitals the Slater matrix has
rank one, and yet the Slater determinant is stationary along every differentiable motion. -/
theorem cubicPair_stationary_rank_one :
    (slaterMatrix cubicPair fun _ => 0).rank = 1 ∧
      ∀ (r : Fin 2 → ℝ → ℝ) (v : Fin 2 → ℝ), (∀ i, r i 0 = 0) →
        (∀ i, HasDerivAt (r i) (v i) 0) →
        HasDerivAt (fun t => (slaterMatrix cubicPair fun i => r i t).det) 0 0 := by
  constructor
  · have hle : (slaterMatrix cubicPair fun _ => 0).rank ≤ 1 := by
      have h : (slaterMatrix cubicPair fun _ => 0) = vecMulVec ![1, 1] ![1, 0] := by
        ext i j
        fin_cases i <;> fin_cases j <;> simp [slaterMatrix, cubicPair, vecMulVec_apply]
      rw [h]
      exact rank_vecMulVec_le _ _
    have hge : ¬ (slaterMatrix cubicPair fun _ => 0).rank + 2 ≤ Fintype.card (Fin 2) := by
      intro h
      have h1 := congrFun (congrFun (adjugate_eq_zero_of_rank _ h) 1) 1
      simp [adjugate_fin_two, slaterMatrix, cubicPair] at h1
    rw [Fintype.card_fin] at hge
    omega
  · intro r v h0 hr
    have hd : (fun t => (slaterMatrix cubicPair fun i => r i t).det)
        = fun t => (r 1 t : ℂ) ^ 3 - (r 0 t : ℂ) ^ 3 := by
      funext t
      simp [det_fin_two, slaterMatrix, cubicPair]
    rw [hd]
    exact (((hr 1).ofReal_comp.fun_pow 3).fun_sub ((hr 0).ofReal_comp.fun_pow 3)).congr_deriv
      (by simp [h0])

end

end SlaterNodalSingularities
```

```lean
#print axioms SlaterNodalSingularities.stationary_iff_rank
-- 'SlaterNodalSingularities.stationary_iff_rank' depends on axioms: [propext, Classical.choice, Quot.sound]
#print axioms SlaterNodalSingularities.slater_stationary
-- 'SlaterNodalSingularities.slater_stationary' depends on axioms: [propext, Classical.choice, Quot.sound]
#print axioms SlaterNodalSingularities.cubicPair_stationary_rank_one
-- 'SlaterNodalSingularities.cubicPair_stationary_rank_one' depends on axioms: [propext, Classical.choice, Quot.sound]
```

## How the proof follows the algebra

`hasDerivAt_det` is Jacobi's formula, stated for a parameter field that can be real or complex. Its step `key` differentiates the permutation expansion. The step `col` identifies each diagonal entry of $\operatorname{adj}(M)M'$ with a column-replaced determinant through Cramer's rule, and `Finset.sum_comm` exchanges the sums over permutations and columns.

`stationary_iff_adjugate_eq_zero` specialises this to straight lines in `line`. In the forward direction, uniqueness of the derivative equates the trace with zero, and the matrix unit selects one entry of the adjugate. The reverse direction substitutes a zero adjugate into the trace.

`rank_add_nullity` is the rank–nullity theorem, used to convert between rank and null-space dimension. In `adjugate_eq_zero_of_rank`, the map `f` reads off component `i` of a null vector. Injectivity would bound the dimension of the null space by 1, which `omega` refutes. The resulting vector is then shown to annihilate the row-replaced matrix, with separate cases for row `j` and the others.

`det_eq_zero_of_adjugate` reads one diagonal entry of $\operatorname{adj}(A)A=(\det A)I$; this is where nonemptiness enters. `rank_of_adjugate_eq_zero` carries out the converse with the same letters as above: `hrow` gives the components of $Au$ away from `j`, `hrowj` uses the left null vector for the remaining one, and `hli` proves that `v` and `u` are independent. `stationary_iff_rank` chains the two equivalences.

`slater_stationary` supplies the chain-rule velocities to `hasDerivAt_det` and sets the adjugate to zero by the rank hypothesis. For the orbitals in `cubicPair`, the theorem `cubicPair_stationary_rank_one` bounds the rank above by writing the matrix as an outer product. Rank 0 is excluded because it would force the adjugate to vanish, while its entry at `1 1` equals 1. The second half differentiates the explicit difference of cubes.
